# Factorial error bounds for the divergent Euler series at positive coupling

A divergent series has no sum, so the quantity it approximates needs a definition of its own. Here that quantity is an integral: for a real, dimensionless coupling $g>0$,

$$E(g)=\int_0^\infty \frac{e^{-s}}{1+gs}\,ds .$$

The perturbation series is then a separate object, and every error estimate compares its truncations with this integral.

## A convergent integral with a divergent expansion

Expanding the denominator in powers of $g$ gives $1/(1+gs)=\sum_n(-gs)^n$, and integrating term by term, with $\int_0^\infty s^n e^{-s}ds=n!$, produces the formal series

$$\sum_{n=0}^{\infty} n!\,(-g)^n .$$

The geometric expansion converges only for $gs<1$, while the integral runs over all $s>0$. However small $g$ is, the region $s\ge 1/g$ remains. Its weight is exponentially small, but high powers of $s$ amplify it, and the coefficients grow factorially.

The Rayleigh-Schrödinger energy series of the quartic anharmonic oscillator also has factorially growing coefficients. The Euler integral shows, in a one-parameter scalar model without a Hamiltonian, how such a series can still give controlled approximations at low order.

The condition $g>0$ keeps the denominator at or above one. For $g<0$ it would vanish at $s=1/|g|$, and the integral would diverge there.

## What is claimed

Write the sum of the first $N$ terms as

$$S_N(g)=\sum_{n=0}^{N-1} n!\,(-g)^n ,$$

so that the first omitted term has index $N$. For every $g>0$,

$$|E(g)-S_N(g)|\le N!\,g^N\quad\text{for all } N\ge 0,$$

and the series $\sum_n n!(-g)^n$ is not summable. The error is thus at most the size of the first omitted term. At fixed $N$ the error is therefore of order $g^N$ or smaller as $g\to0^+$, which is the sense in which the series is asymptotic. At fixed $g$ the bound eventually grows with $N$.

Two further results describe how good the bound is and where to stop:

- For $g\ge0$, the error is at least $N!\,g^N-(N+1)!\,g^{N+1}$.
- If $Mg\le 1\le (M+1)g$ for a natural number $M$, then $N!\,g^N$ is smallest at $N=M$.

## The remainder by one geometric step

Define the remainder integral

$$R_N(g)=\int_0^\infty \frac{s^N e^{-s}}{1+gs}\,ds ,\qquad R_0=E .$$

For $g\ge0$ the integrand is at most $s^Ne^{-s}$, so the integral converges. The elementary identity

$$\frac{1}{1+gs}=1-\frac{gs}{1+gs},$$

multiplied by $s^Ne^{-s}$ and integrated, gives

$$R_N=N!-g\,R_{N+1}.$$

All the integrands are nonnegative, so $R_{N+1}\ge0$, and therefore $0\le R_N\le N!$.

The exact truncation error is

$$E-S_N=(-g)^N R_N .$$

For $N=0$ this reads $E=R_0$. If it holds for $N$, then

$$E-S_{N+1}=(-g)^N R_N-N!\,(-g)^N=(-g)^N\,(R_N-N!)=(-g)^{N+1}R_{N+1}.$$

Taking absolute values and using $R_N\le N!$ gives the upper bound. For the lower bound, apply the recursion once and then $R_{N+1}\le (N+1)!$:

$$|E-S_N|=g^N\,(N!-g\,R_{N+1})\ge N!\,g^N-(N+1)!\,g^{N+1}.$$

For $g>0$, dividing by $N!\,g^N$ shows that the ratio of the error to its bound lies between $1-(N+1)g$ and $1$. At fixed $N$ this ratio tends to one as $g\to0^+$, so no constant smaller than $N!$ would serve for all small couplings. Once $(N+1)g\ge1$, the lower bound is no longer positive and carries no information.

## Divergence and the smallest term

Suppose that the series were summable for some $g\ne0$. Its terms $a_n=n!(-g)^n$ would tend to zero. The numbers $b_n=(-1/g)^n/n!$ also tend to zero, being the terms of a convergent exponential series. But $a_nb_n=1$ for every $n$, which contradicts $a_nb_n\to0$.

The place to stop follows from the ratio of consecutive bounds,

$$\frac{(n+1)!\,g^{n+1}}{n!\,g^n}=(n+1)g .$$

If $n<M$, then $n+1\le M$ and the ratio is at most $Mg\le1$, so the bounds do not increase up to order $M$. If $n\ge M$, the ratio is at least $(M+1)g\ge1$, so they do not decrease afterwards. The minimum is at $M$. This minimises the guaranteed bound; the actual error may be smallest at another order.

## Stopping at the smallest term in code

A program needs no factorials, because each term follows from the previous one by the factor $-(n+1)g$. The same factor decides when to stop:

```python
def euler_sum(g):              # requires g > 0
    total, term, n = 0.0, 1.0, 0
    while (n + 1) * g < 1:
        total += term
        term *= -(n + 1) * g
        n += 1
    return total, abs(term)    # S_M and the bound M! g^M
```

The smallest term is left out of the sum and returned as the error bound, apart from floating-point rounding. For $g=0.1$ the loop stops at $M=9$, with $S_9=0.9158192$ and the bound $9!\,g^9=0.00036288$. Since $(-g)^9$ is negative, $E$ does not exceed $S_9$, and it lies between $0.91545632$ and $0.9158192$. Here $M=10$ satisfies the stopping condition as well and has the same bound, because the ratio $10g$ equals one. For $g\ge1$ the loop keeps no terms at all and returns zero with the bound one: truncated sums of the series are then of little use.

## The statement in Lean

The coupling is a real number `g : ℝ` and the order is a natural number `N : ℕ`. The definitions `eulerIntegral`, `partialSum` and `remainder` are $E$, $S_N$ and $R_N$. The set `Ioi (0 : ℝ)` is the open half-line $s>0$, and `Finset.range N` runs over $n=0,\dots,N-1$. For `N = 0` the sum is empty and the main bound says $|E(g)|\le1$.

The main theorem is `euler_asymptotic_series`. Its only hypothesis is `0 < g`, and its conclusion joins the bound for all `N` to the failure of `Summable`. For real series, `Summable` means absolute convergence. The argument above uses only that the terms would tend to zero, so it excludes ordinary convergence of the partial sums too.

The definitions accept any real `g`, but the error theorems require `0 ≤ g` or `0 < g`. Lean gives a non-integrable function the integral zero, so `remainder_integrable` is needed to know that the integrals have their usual meaning. For negative couplings only the divergence of the series is proved. Complex couplings are not treated, nor is the recovery of $E$ from the coefficients alone.

```lean
import Mathlib

open MeasureTheory Set Filter
open scoped Nat

namespace EulerAsymptoticSeries

noncomputable section

/-- The Euler model function of the coupling `g ≥ 0`: the integral of
`exp (-s) / (1 + g s)` over `s > 0`. -/
def eulerIntegral (g : ℝ) : ℝ :=
  ∫ s in Ioi (0 : ℝ), Real.exp (-s) / (1 + g * s)

/-- The perturbation series in the coupling `g`, truncated to its first `N` terms. -/
def partialSum (g : ℝ) (N : ℕ) : ℝ :=
  ∑ n ∈ Finset.range N, (n ! : ℝ) * (-g) ^ n

/-- The remainder integral of order `N` for a coupling `g ≥ 0`: the integral of
`s ^ N exp (-s) / (1 + g s)` over `s > 0`. -/
def remainder (g : ℝ) (N : ℕ) : ℝ :=
  ∫ s in Ioi (0 : ℝ), s ^ N * Real.exp (-s) / (1 + g * s)

/-- The `n`-th moment of the weight `exp (-s)` on `s > 0` exists and equals `n!`. -/
theorem moment (n : ℕ) :
    IntegrableOn (fun s : ℝ => s ^ n * Real.exp (-s)) (Ioi 0) ∧
      ∫ s in Ioi (0 : ℝ), s ^ n * Real.exp (-s) = (n ! : ℝ) := by
  constructor
  · have h := Real.GammaIntegral_convergent (s := (n : ℝ) + 1) (by positivity)
    refine h.congr_fun (fun s _ => ?_) measurableSet_Ioi
    simp only [add_sub_cancel_right, Real.rpow_natCast]
    ring
  · rw [← Real.Gamma_nat_eq_factorial, Real.Gamma_eq_integral (by positivity)]
    refine setIntegral_congr_fun measurableSet_Ioi (fun s _ => ?_)
    simp only [add_sub_cancel_right, Real.rpow_natCast]
    ring

/-- For a coupling `g ≥ 0` the integrand of every remainder integral is integrable. -/
theorem remainder_integrable {g : ℝ} (hg : 0 ≤ g) (N : ℕ) :
    IntegrableOn (fun s : ℝ => s ^ N * Real.exp (-s) / (1 + g * s)) (Ioi 0) := by
  -- the denominator is at least one, so the moment integrand dominates
  refine Integrable.mono' (moment N).1
    (Measurable.aestronglyMeasurable (by fun_prop)) ?_
  refine ae_restrict_of_forall_mem measurableSet_Ioi (fun s hs => ?_)
  have hs' : 0 < s := hs
  have h1 : 1 ≤ 1 + g * s := by linarith [mul_nonneg hg hs'.le]
  rw [Real.norm_of_nonneg (by positivity)]
  exact div_le_self (by positivity) h1

/-- One further step of the expansion, for `g ≥ 0`: the remainder integral of order `N` is
`N!` minus `g` times the remainder integral of order `N + 1`. -/
theorem remainder_step {g : ℝ} (hg : 0 ≤ g) (N : ℕ) :
    remainder g N = (N ! : ℝ) - g * remainder g (N + 1) := by
  unfold remainder
  rw [← (moment N).2, ← integral_const_mul,
    ← integral_sub (moment N).1 (Integrable.const_mul (remainder_integrable hg (N + 1)) g)]
  refine setIntegral_congr_fun measurableSet_Ioi (fun s hs => ?_)
  have hs' : 0 < s := hs
  have hd : 1 + g * s ≠ 0 := by positivity
  have h := mul_inv_cancel₀ hd
  simp only [div_eq_mul_inv]
  linear_combination s ^ N * Real.exp (-s) * h

/-- For `g ≥ 0` the remainder integral of order `N` lies between `0` and `N!`. -/
theorem remainder_bounds {g : ℝ} (hg : 0 ≤ g) (N : ℕ) :
    0 ≤ remainder g N ∧ remainder g N ≤ (N ! : ℝ) := by
  have hpos : ∀ n, 0 ≤ remainder g n := by
    intro n
    refine setIntegral_nonneg measurableSet_Ioi (fun s hs => ?_)
    have hs' : 0 < s := hs
    positivity
  refine ⟨hpos N, ?_⟩
  -- the next remainder is subtracted, and it is nonnegative
  linarith [remainder_step hg N, mul_nonneg hg (hpos (N + 1))]

/-- Exact truncation error for `g ≥ 0`: the Euler integral minus the first `N` terms of the
series is `(-g) ^ N` times the remainder integral of order `N`. -/
theorem truncation_error {g : ℝ} (hg : 0 ≤ g) (N : ℕ) :
    eulerIntegral g - partialSum g N = (-g) ^ N * remainder g N := by
  induction N with
  | zero => simp [eulerIntegral, partialSum, remainder]
  | succ N ih =>
    have hS : partialSum g (N + 1) = partialSum g N + (N ! : ℝ) * (-g) ^ N :=
      Finset.sum_range_succ _ _
    rw [hS]
    linear_combination ih + (-g) ^ N * remainder_step hg N

/-- For every nonzero coupling the perturbation series of the Euler model is not summable. -/
theorem series_not_summable {g : ℝ} (hg : g ≠ 0) :
    ¬ Summable (fun n : ℕ => (n ! : ℝ) * (-g) ^ n) := by
  intro h
  have h1 := h.tendsto_atTop_zero
  have h2 := FloorSemiring.tendsto_pow_div_factorial_atTop ((-g)⁻¹)
  -- two null sequences whose product is constantly one
  have h4 : ∀ n : ℕ, (n ! : ℝ) * (-g) ^ n * (((-g)⁻¹) ^ n / (n ! : ℝ)) = 1 := by
    intro n
    have hn : (n ! : ℝ) ≠ 0 := by positivity
    have hp : (-g) ^ n ≠ 0 := pow_ne_zero _ (neg_ne_zero.2 hg)
    rw [inv_pow]
    generalize (-g) ^ n = p at hp ⊢
    field_simp
  have h3 := (h1.mul h2).congr (f₂ := fun _ => (1 : ℝ)) h4
  rw [mul_zero] at h3
  exact one_ne_zero (tendsto_nhds_unique tendsto_const_nhds h3)

/-- For `g > 0` the Euler integral differs from the first `N` terms of its perturbation
series by at most `N! g ^ N`, for every `N`, although the series is not summable. -/
theorem euler_asymptotic_series {g : ℝ} (hg : 0 < g) :
    (∀ N : ℕ, |eulerIntegral g - partialSum g N| ≤ (N ! : ℝ) * g ^ N) ∧
      ¬ Summable (fun n : ℕ => (n ! : ℝ) * (-g) ^ n) := by
  refine ⟨fun N => ?_, series_not_summable hg.ne'⟩
  obtain ⟨h0, h1⟩ := remainder_bounds hg.le N
  rw [truncation_error hg.le, abs_mul, abs_pow, abs_neg, abs_of_pos hg, abs_of_nonneg h0,
    mul_comm]
  exact mul_le_mul_of_nonneg_right h1 (by positivity)

/-- For `g ≥ 0` the truncation error after `N` terms is at least
`N! g ^ N - (N + 1)! g ^ (N + 1)`. -/
theorem truncation_error_lower {g : ℝ} (hg : 0 ≤ g) (N : ℕ) :
    (N ! : ℝ) * g ^ N - ((N + 1)! : ℝ) * g ^ (N + 1) ≤
      |eulerIntegral g - partialSum g N| := by
  have h0 := (remainder_bounds hg N).1
  have h1 := (remainder_bounds hg (N + 1)).2
  rw [truncation_error hg, abs_mul, abs_pow, abs_neg, abs_of_nonneg hg, abs_of_nonneg h0,
    remainder_step hg N]
  have h2 := mul_le_mul_of_nonneg_left h1 (pow_nonneg hg (N + 1))
  calc (N ! : ℝ) * g ^ N - ((N + 1)! : ℝ) * g ^ (N + 1)
      ≤ (N ! : ℝ) * g ^ N - g ^ (N + 1) * remainder g (N + 1) := by linarith
    _ = g ^ N * ((N ! : ℝ) - g * remainder g (N + 1)) := by ring

/-- Optimal truncation: if `M g ≤ 1 ≤ (M + 1) g`, then the error bound `N! g ^ N` is
smallest at the order `N = M`. -/
theorem optimal_truncation {g : ℝ} {M : ℕ} (h1 : (M : ℝ) * g ≤ 1)
    (h2 : 1 ≤ ((M : ℝ) + 1) * g) (N : ℕ) :
    (M ! : ℝ) * g ^ M ≤ (N ! : ℝ) * g ^ N := by
  have hM : (0 : ℝ) ≤ M := Nat.cast_nonneg M
  have hg : 0 < g := by
    by_contra h
    nlinarith [mul_nonneg hM (neg_nonneg.2 (not_lt.1 h)), not_lt.1 h]
  -- consecutive bounds differ by the factor (n + 1) g
  have step : ∀ n : ℕ, ((n + 1)! : ℝ) * g ^ (n + 1) =
      (((n : ℝ) + 1) * g) * ((n ! : ℝ) * g ^ n) := by
    intro n
    rw [Nat.factorial_succ]
    push_cast
    ring
  rcases le_total M N with h | h
  · -- from order M onwards the bounds do not decrease
    obtain ⟨k, rfl⟩ := Nat.exists_eq_add_of_le h
    clear h
    induction k with
    | zero => simp
    | succ k ih =>
      have hc : 1 ≤ (((M + k : ℕ) : ℝ) + 1) * g := by
        push_cast
        nlinarith [mul_nonneg (Nat.cast_nonneg (α := ℝ) k) hg.le]
      rw [← add_assoc, step (M + k)]
      exact ih.trans (le_mul_of_one_le_left (by positivity) hc)
  · -- up to order M the bounds do not increase
    have down : ∀ k : ℕ, N + k ≤ M →
        ((N + k)! : ℝ) * g ^ (N + k) ≤ (N ! : ℝ) * g ^ N := by
      intro k
      induction k with
      | zero => intro _; simp
      | succ k ih =>
        intro hk
        have hc : ((N + k : ℕ) : ℝ) + 1 ≤ M := by
          have hk' : N + k + 1 ≤ M := by omega
          exact_mod_cast hk'
        have hf := (mul_le_mul_of_nonneg_right hc hg.le).trans h1
        rw [← add_assoc, step (N + k)]
        exact (mul_le_of_le_one_left (by positivity) hf).trans (ih (by omega))
    obtain ⟨k, hk⟩ := Nat.exists_eq_add_of_le h
    rw [hk]
    exact down k hk.ge

end

end EulerAsymptoticSeries
```

```lean
#print axioms EulerAsymptoticSeries.euler_asymptotic_series
-- 'EulerAsymptoticSeries.euler_asymptotic_series' depends on axioms: [propext, Classical.choice, Quot.sound]
#print axioms EulerAsymptoticSeries.truncation_error_lower
-- 'EulerAsymptoticSeries.truncation_error_lower' depends on axioms: [propext, Classical.choice, Quot.sound]
#print axioms EulerAsymptoticSeries.optimal_truncation
-- 'EulerAsymptoticSeries.optimal_truncation' depends on axioms: [propext, Classical.choice, Quot.sound]
```

## From the moments to the error bound

The lemma `moment` obtains both the integrability of $s^ne^{-s}$ and the value $n!$ from Mathlib's Gamma function at $n+1$. The remaining work is to identify the real power in the Gamma integrand with the natural power $s^n$.

In `remainder_integrable`, the comparison theorem `Integrable.mono'` uses the moment integrand as the dominating function. The inequality `h1` states that the denominator is at least one.

The lemma `remainder_step` is the recursion for $R_N$. It replaces $N!$ by its integral and combines the right-hand side into a single integral, which `integral_sub` permits because both parts are integrable. The two integrands are then compared at each $s>0$, where `linear_combination` verifies the geometric identity from the fact that the denominator times its inverse is one.

In `remainder_bounds`, positivity is proved first for every order. The upper bound follows by linear arithmetic from the recursion, since a nonnegative quantity is subtracted from $N!$.

The induction in `truncation_error` is the one given above. Its successor case separates the last term of the sum, then adds the induction hypothesis to $(-g)^N$ times the recursion. The main theorem takes the absolute value of this exact error, inserts $R_N\le N!$, and adds the result of `series_not_summable`.

## Divergence, sharpness and truncation in the proof

In `series_not_summable`, `h1` says that the terms of a summable series tend to zero, and `h2` says the same of the powers of $-1/g$ divided by factorials. The identity `h4` shows that their product is constantly one. Uniqueness of limits then forces one to equal zero.

The lemma `truncation_error_lower` rewrites the exact error with the recursion and applies the upper bound to the remainder of order $N+1$. Its `calc` block contains the inequality and the final factorisation.

The theorem `optimal_truncation` does not assume that $g$ is positive; it derives this from $1\le(M+1)g$. The local fact `step` is the ratio of consecutive bounds. The proof then separates orders above and below $M$ and uses an induction on the distance in each case: above $M$ every factor is at least one, and below $M$ every factor is at most one. The case $M=0$ is included and covers every $g\ge1$.
